# Long-wavelength electric multipole rates of nonrelativistic one-electron ions scale as $Z^{2L+2}$, and $2.5\times10^{-6}Z^{10}$ overtakes $8.23\,Z^6$ at $Z=43$

Let $u$ and $v$ solve the radial Schrödinger equation of hydrogen with energies $E$ and $E'$, and let $Z>0$. Then $\sqrt Z\,u(Zr)$ and $\sqrt Z\,v(Zr)$ solve the equation for nuclear charge $Z$ with energies $Z^2E$ and $Z^2E'$. If the integral of $u\,r^L v$ over $r>0$ converges, the scaled integral converges too and equals the original one divided by $Z^L$. The product of $(E-E')^{2L+1}$ and the squared integral is therefore multiplied by exactly $Z^{2L+2}$.

A separate result compares two given power laws: for a natural number $Z$, $2.5\times10^{-6}Z^{10}>8.23\,Z^6$ holds exactly when $Z\ge 43$.

## Two kinds of decay in one-electron ions

In the long-wavelength limit, the rate of spontaneous electric $2^L$-pole emission ($L\ge1$) from a state of energy $E$ to a lower one of energy $E'$, with normalised radial functions $u$ and $v$, is proportional to

$$(E-E')^{2L+1}\left(\int_0^\infty u\,r^L v\,dr\right)^2 .$$

The remaining constants and angular factors do not depend on $Z$. For a nonrelativistic one-electron ion, electric dipole rates thus grow as $Z^4$ and electric quadrupole rates as $Z^6$, so a calculation at $Z=1$ supplies the whole sequence of such ions.

The two power laws describe the decay of the metastable $2s$ level to $1s$, in units of inverse seconds. The term $8.23\,Z^6$ stands for the emission of two electric dipole photons, and $2.5\times10^{-6}Z^{10}$ for the emission of one magnetic dipole photon, a process whose amplitude vanishes in the nonrelativistic long-wavelength limit because the $1s$ and $2s$ radial functions are orthogonal. Both coefficients and both exponents are inputs here; they are not derived from the one-photon scaling above.

## Contracting the radial equation

In atomic units, $u$ satisfies

$$-\tfrac12u''(r)+\left(\frac{l(l+1)}{2r^2}-\frac1r\right)u(r)=E\,u(r),\qquad r>0 .$$

Put $w(r)=\sqrt Z\,u(Zr)$ and $x=Zr$. Each derivative brings down one factor of $Z$, so $w''(r)=\sqrt Z\,Z^2u''(x)$. The potential for charge $Z$ has the same factor:

$$\frac{l(l+1)}{2r^2}-\frac Zr=Z^2\left(\frac{l(l+1)}{2x^2}-\frac1x\right).$$

Hence

$$-\tfrac12w''+\left(\frac{l(l+1)}{2r^2}-\frac Zr\right)w
=\sqrt Z\,Z^2\left[-\tfrac12u''(x)+\left(\frac{l(l+1)}{2x^2}-\frac1x\right)u(x)\right]
=Z^2E\,w .$$

The same calculation takes any initial charge $q$ to $Zq$. Contracting $w$ by $1/Z$ returns $u$, which gives the converse.

## From the integral to the rate

With $x=Zr$ and $dr=dx/Z$,

$$\int_0^\infty \sqrt Z\,u(Zr)\,r^L\sqrt Z\,v(Zr)\,dr
=Z\cdot Z^{-L}\cdot Z^{-1}\int_0^\infty u(x)\,x^Lv(x)\,dx .$$

The net factor is $Z^{-L}$. Applied to absolute values, the same substitution shows that one integral converges exactly when the other does. For $L=0$ and $v=u$ it also shows that the prefactor $\sqrt Z$ preserves normalisation.

The energy difference becomes $Z^2(E-E')$. Its power contributes $Z^{4L+2}$ and the squared integral $Z^{-2L}$, which together make $Z^{2L+2}$.

## A $2p\to1s$ example

Take $u=r^2e^{-r/2}$ with $l=1$. Then $u''=(2-2r+r^2/4)e^{-r/2}$, and

$$-\tfrac12u''+\left(\frac1{r^2}-\frac1r\right)u=\left(-1+r-\frac{r^2}8+1-r\right)e^{-r/2}=-\tfrac18u .$$

For $v=re^{-r}$ with $l'=0$, $v''=(r-2)e^{-r}$, and

$$-\tfrac12v''-\frac1r v=\left(1-\frac r2-1\right)e^{-r}=-\tfrac12v .$$

The dipole integrand is $r^4e^{-3r/2}$, whose integral converges. The normalised functions are $u/(2\sqrt6)$ and $2v$; a direct evaluation gives their dipole integral as $256/(81\sqrt6)\approx1.29$.

## Where the two power laws cross

For $a,Z>0$, dividing $bZ^6<aZ^{10}$ by $aZ^6$ gives $b/a<Z^4$. Here $b/a=8.23/(2.5\times10^{-6})=3\,292\,000$, while

$$42^4=3\,111\,696<3\,292\,000<3\,418\,801=43^4 .$$

So $Z=43$ is the first integer for which the inequality holds. At $Z=0$ both sides vanish and the strict inequality fails.

## The physics in the Lean definitions

`IsRadialSolution Z l E u` says that real functions `u'` and `u''` exist which are the first and second derivatives of `u` at every $r>0$, and that the radial equation holds there. The charge `Z` and energy `E` are real, and `l` is a natural number. Boundary conditions and normalisation are not included, so the scaling also covers unbound and irregular solutions, and even the zero function.

`chargeScaled Z u` is $\sqrt Z\,u(Zr)$. `multipole L u v` is the Lebesgue integral over `Ioi 0`, the open half-line, and `rateFactor` multiplies its square by $(E-E')^{2L+1}$.

`hydrogenic_rate_scaling` assumes $Z>0$, two hydrogen solutions and absolute convergence of their multipole integral, stated by `IntegrableOn`. It concludes that both scaled functions are solutions, that their integral converges and that the rate factor is multiplied by $Z^{2L+2}$. It imposes no angular selection rule and no order on the energies. The case $L=0$ is allowed as an identity, although it describes no single-photon emission.

The model has one electron, a fixed point nucleus and no relativistic terms in the radial equation. `crossover_at_43` concerns the two power laws as written; near $Z=43$, higher relativistic corrections change the actual rates.

## The Lean file

```lean
import Mathlib

open MeasureTheory Set

namespace HydrogenicTransitionScaling

noncomputable section

/-- The function `u` solves the radial Schrödinger equation in atomic units on `r > 0`, with
attraction `Z / r`, angular momentum `l` and energy `E`. -/
def IsRadialSolution (Z : ℝ) (l : ℕ) (E : ℝ) (u : ℝ → ℝ) : Prop :=
  ∃ u' u'' : ℝ → ℝ, ∀ r : ℝ, 0 < r →
    HasDerivAt u (u' r) r ∧ HasDerivAt u' (u'' r) r ∧
      -u'' r / 2 + ((l : ℝ) * (l + 1) / (2 * r ^ 2) - Z / r) * u r = E * u r

/-- The radial function contracted by the factor `Z`, with prefactor `√Z`. -/
def chargeScaled (Z : ℝ) (u : ℝ → ℝ) (r : ℝ) : ℝ := Real.sqrt Z * u (Z * r)

/-- The radial multipole integral of `u r^L v` over the half-line. -/
def multipole (L : ℕ) (u v : ℝ → ℝ) : ℝ := ∫ r in Ioi (0 : ℝ), u r * r ^ L * v r

/-- The energy difference `E - E'` to the power `2L+1` times the squared multipole integral. -/
def rateFactor (L : ℕ) (E E' : ℝ) (u v : ℝ → ℝ) : ℝ :=
  (E - E') ^ (2 * L + 1) * multipole L u v ^ 2

/-- Contracting a solution for charge `q` by `Z` gives a solution for charge `Z q`, with the
energy multiplied by `Z²`. -/
theorem radial_scaling {Z q E : ℝ} {l : ℕ} {u : ℝ → ℝ} (hZ : 0 < Z)
    (h : IsRadialSolution q l E u) :
    IsRadialSolution (Z * q) l (Z ^ 2 * E) (chargeScaled Z u) := by
  obtain ⟨u', u'', h⟩ := h
  refine ⟨fun r => Real.sqrt Z * (u' (Z * r) * Z),
    fun r => Real.sqrt Z * (u'' (Z * r) * Z * Z), fun r hr => ?_⟩
  obtain ⟨h1, h2, h3⟩ := h (Z * r) (mul_pos hZ hr)
  have hlin : HasDerivAt (fun x : ℝ => Z * x) Z r := by
    simpa using (hasDerivAt_id' r).const_mul Z
  -- each derivative brings down one factor of Z
  refine ⟨(h1.comp r hlin).const_mul (Real.sqrt Z),
    ((h2.comp r hlin).mul_const Z).const_mul (Real.sqrt Z), ?_⟩
  have e1 : (l : ℝ) * (l + 1) / (2 * r ^ 2) - Z * q / r
      = Z ^ 2 * ((l : ℝ) * (l + 1) / (2 * (Z * r) ^ 2) - q / (Z * r)) := by
    field_simp
  simp only [chargeScaled]
  rw [e1]
  linear_combination Real.sqrt Z * Z ^ 2 * h3

/-- A function solves the hydrogen equation with energy `E` exactly when its contraction by `Z`
solves the equation for charge `Z` with energy `Z² E`. -/
theorem radial_scaling_iff {Z E : ℝ} {l : ℕ} {u : ℝ → ℝ} (hZ : 0 < Z) :
    IsRadialSolution Z l (Z ^ 2 * E) (chargeScaled Z u) ↔ IsRadialSolution 1 l E u := by
  constructor
  · intro h
    -- scale back by 1/Z
    have hs : Real.sqrt Z⁻¹ * Real.sqrt Z = 1 := by
      rw [← Real.sqrt_mul (inv_nonneg.2 hZ.le), inv_mul_cancel₀ hZ.ne', Real.sqrt_one]
    have hu : chargeScaled Z⁻¹ (chargeScaled Z u) = u := by
      funext r
      simp only [chargeScaled]
      rw [mul_inv_cancel_left₀ hZ.ne', ← mul_assoc, hs, one_mul]
    have hE : Z⁻¹ ^ 2 * (Z ^ 2 * E) = E := by
      rw [← mul_assoc, ← mul_pow, inv_mul_cancel₀ hZ.ne', one_pow, one_mul]
    have h' := radial_scaling (inv_pos.2 hZ) h
    rwa [hu, hE, inv_mul_cancel₀ hZ.ne'] at h'
  · intro h
    have h' := radial_scaling hZ h
    rwa [mul_one] at h'

/-- The scaled multipole integrand is the original one at `Z r`, times `Z / Z^L`. -/
theorem integrand_scaled {Z : ℝ} (hZ : 0 < Z) (L : ℕ) (u v : ℝ → ℝ) (r : ℝ) :
    chargeScaled Z u r * r ^ L * chargeScaled Z v r
      = Z / Z ^ L * (u (Z * r) * (Z * r) ^ L * v (Z * r)) := by
  have hs : Real.sqrt Z * Real.sqrt Z = Z := Real.mul_self_sqrt hZ.le
  have hc : Z / Z ^ L * Z ^ L = Z := div_mul_cancel₀ _ (pow_pos hZ L).ne'
  simp only [chargeScaled]
  rw [mul_pow]
  generalize Z / Z ^ L = c at hc ⊢
  linear_combination (u (Z * r) * r ^ L * v (Z * r)) * (hs - hc)

/-- The scaled multipole integral converges exactly when the original one does. -/
theorem integrable_scaled_iff {Z : ℝ} (hZ : 0 < Z) (L : ℕ) (u v : ℝ → ℝ) :
    IntegrableOn (fun r => chargeScaled Z u r * r ^ L * chargeScaled Z v r) (Ioi 0) ↔
      IntegrableOn (fun r => u r * r ^ L * v r) (Ioi 0) := by
  simp only [integrand_scaled hZ]
  have h := integrableOn_Ioi_comp_mul_left_iff (fun x => u x * x ^ L * v x) 0 hZ
  rw [mul_zero] at h
  rw [← h]
  exact integrable_const_mul_iff (div_pos hZ (pow_pos hZ L)).ne'.isUnit _

/-- The multipole integral of order `L` scales as `Z^(-L)`. -/
theorem multipole_scaled {Z : ℝ} (hZ : 0 < Z) (L : ℕ) (u v : ℝ → ℝ) :
    multipole L (chargeScaled Z u) (chargeScaled Z v) = multipole L u v / Z ^ L := by
  simp only [multipole, integrand_scaled hZ]
  -- substitute x = Z r
  have h := integral_comp_mul_left_Ioi (fun x => u x * x ^ L * v x) 0 hZ
  rw [mul_zero, smul_eq_mul] at h
  rw [integral_const_mul, h]
  generalize (∫ x in Ioi (0 : ℝ), u x * x ^ L * v x) = I
  field_simp

/-- Two hydrogen solutions with a convergent multipole integral scale to solutions for charge `Z`
with energies times `Z²`; their integral converges and the rate factor is multiplied by `Z^(2L+2)`.
-/
theorem hydrogenic_rate_scaling {Z E E' : ℝ} {l l' : ℕ} {u v : ℝ → ℝ} (hZ : 0 < Z) (L : ℕ)
    (hu : IsRadialSolution 1 l E u) (hv : IsRadialSolution 1 l' E' v)
    (hint : IntegrableOn (fun r => u r * r ^ L * v r) (Ioi 0)) :
    IsRadialSolution Z l (Z ^ 2 * E) (chargeScaled Z u) ∧
    IsRadialSolution Z l' (Z ^ 2 * E') (chargeScaled Z v) ∧
    IntegrableOn (fun r => chargeScaled Z u r * r ^ L * chargeScaled Z v r) (Ioi 0) ∧
    rateFactor L (Z ^ 2 * E) (Z ^ 2 * E') (chargeScaled Z u) (chargeScaled Z v)
      = Z ^ (2 * L + 2) * rateFactor L E E' u v := by
  refine ⟨(radial_scaling_iff hZ).2 hu, (radial_scaling_iff hZ).2 hv,
    (integrable_scaled_iff hZ L u v).2 hint, ?_⟩
  have hp : (Z ^ 2) ^ (2 * L + 1) = Z ^ (2 * L + 2) * (Z ^ L) ^ 2 := by ring
  have hc : (Z ^ L) ^ 2 * (multipole L u v / Z ^ L) ^ 2 = multipole L u v ^ 2 := by
    rw [← mul_pow, mul_div_cancel₀ _ (pow_pos hZ L).ne']
  simp only [rateFactor]
  rw [multipole_scaled hZ, ← mul_sub, mul_pow, hp]
  linear_combination Z ^ (2 * L + 2) * (E - E') ^ (2 * L + 1) * hc

/-- The functions `r² exp(-r/2)` and `r exp(-r)` solve the hydrogen equation with `l = 1`,
`E = -1/8` and `l = 0`, `E = -1/2`, and their dipole integral converges. -/
theorem hydrogenic_rate_scaling_witness :
    IsRadialSolution 1 1 (-1 / 8) (fun r => r ^ 2 * Real.exp (-r / 2)) ∧
    IsRadialSolution 1 0 (-1 / 2) (fun r => r * Real.exp (-r)) ∧
    IntegrableOn (fun r : ℝ => r ^ 2 * Real.exp (-r / 2) * r ^ 1 * (r * Real.exp (-r)))
      (Ioi 0) := by
  refine ⟨⟨fun r => (2 * r - r ^ 2 / 2) * Real.exp (-r / 2),
    fun r => (2 - 2 * r + r ^ 2 / 4) * Real.exp (-r / 2), fun r hr => ?_⟩,
    ⟨fun r => (1 - r) * Real.exp (-r), fun r => (r - 2) * Real.exp (-r), fun r hr => ?_⟩, ?_⟩
  · have he := ((hasDerivAt_id' r).fun_neg.div_const 2).exp
    have hp : HasDerivAt (fun x : ℝ => x ^ 2) (2 * r) r := by simpa using hasDerivAt_pow 2 r
    have hq := ((hasDerivAt_id' r).const_mul 2).fun_sub (hp.div_const 2)
    refine ⟨(hp.fun_mul he).congr_deriv (by ring), (hq.fun_mul he).congr_deriv (by ring), ?_⟩
    simp only [Nat.cast_one]
    generalize Real.exp (-r / 2) = e
    field_simp
    ring
  · have he := (hasDerivAt_id' r).fun_neg.exp
    refine ⟨((hasDerivAt_id' r).fun_mul he).congr_deriv (by ring),
      (((hasDerivAt_id' r).const_sub 1).fun_mul he).congr_deriv (by ring), ?_⟩
    simp only [Nat.cast_zero]
    generalize Real.exp (-r) = e
    field_simp
    ring
  · -- the integrand is r⁴ exp(-3r/2)
    have h := integrableOn_rpow_mul_exp_neg_mul_rpow (p := 1) (s := 4) (b := 3 / 2)
      (by norm_num) (by norm_num) (by norm_num)
    refine h.congr_fun (fun r _ => ?_) measurableSet_Ioi
    have e : Real.exp (-(3 / 2) * r) = Real.exp (-r / 2) * Real.exp (-r) := by
      rw [← Real.exp_add]
      congr 1
      ring
    have p4 : r ^ (4 : ℝ) = r ^ 4 := by exact_mod_cast Real.rpow_natCast r 4
    simp only [Real.rpow_one, p4, e]
    ring

/-- For positive `Z` and `a`, a rate `a Z^10` exceeds a rate `b Z^6` exactly when `Z^4`
exceeds `b / a`. -/
theorem rate_crossover {a b Z : ℝ} (ha : 0 < a) (hZ : 0 < Z) :
    b * Z ^ 6 < a * Z ^ 10 ↔ b / a < Z ^ 4 := by
  rw [div_lt_iff₀ ha, show a * Z ^ 10 = Z ^ 4 * a * Z ^ 6 by ring]
  exact ⟨fun h => lt_of_mul_lt_mul_right h (pow_pos hZ 6).le,
    fun h => mul_lt_mul_of_pos_right h (pow_pos hZ 6)⟩

/-- For a natural number `Z`, the rate `2.5e-6 Z^10` exceeds the rate `8.23 Z^6` exactly
when `Z` is at least 43. -/
theorem crossover_at_43 (Z : ℕ) :
    (8.23 : ℝ) * (Z : ℝ) ^ 6 < 2.5e-6 * (Z : ℝ) ^ 10 ↔ 43 ≤ Z := by
  rcases Nat.eq_zero_or_pos Z with rfl | hZ
  · norm_num
  have hq : (8.23 : ℝ) / 2.5e-6 = 3292000 := by norm_num
  rw [rate_crossover (by norm_num) (Nat.cast_pos.2 hZ), hq]
  constructor
  · intro h
    by_contra hc
    have h42 : (Z : ℝ) ≤ 42 := by exact_mod_cast (by omega : Z ≤ 42)
    have h4 := pow_le_pow_left₀ (Nat.cast_nonneg Z) h42 4
    linarith
  · intro h
    have h43 : (43 : ℝ) ≤ Z := by exact_mod_cast h
    have h4 := pow_le_pow_left₀ (by norm_num : (0 : ℝ) ≤ 43) h43 4
    linarith

end

end HydrogenicTransitionScaling
```

```lean
#print axioms HydrogenicTransitionScaling.multipole_scaled
-- 'HydrogenicTransitionScaling.multipole_scaled' depends on axioms: [propext, Classical.choice, Quot.sound]
#print axioms HydrogenicTransitionScaling.hydrogenic_rate_scaling
-- 'HydrogenicTransitionScaling.hydrogenic_rate_scaling' depends on axioms: [propext, Classical.choice, Quot.sound]
#print axioms HydrogenicTransitionScaling.crossover_at_43
-- 'HydrogenicTransitionScaling.crossover_at_43' depends on axioms: [propext, Classical.choice, Quot.sound]
```

## How the proof follows the calculation

**The radial equation.** `radial_scaling` supplies the two derivatives of the contracted function explicitly and obtains them from the chain rule through `HasDerivAt.comp`, used as `h1.comp` and `h2.comp`. The equation `e1` extracts $Z^2$ from the potential. The final `linear_combination` multiplies the original equation at $Zr$ by $\sqrt Z\,Z^2$, as in the derivation above. `radial_scaling_iff` specialises to $q=1$ and proves the converse by applying the same theorem with $Z^{-1}$; `hu` and `hE` confirm that the function and its energy return to their original values.

**The integral.** `integrand_scaled` writes the new integrand as $Z/Z^L$ times the old one at $Zr$. Two lemmas then use the substitution $x=Zr$: `integrable_scaled_iff` for convergence and `multipole_scaled` for the value. The latter needs no convergence hypothesis because Lean assigns the value zero to a divergent integral, and both integrals diverge together.

**The rate.** `hydrogenic_rate_scaling` collects these results. Its identity `hp` splits $(Z^2)^{2L+1}$ into $Z^{2L+2}(Z^L)^2$, and `hc` cancels the second factor against the squared integral.

**The example.** `hydrogenic_rate_scaling_witness` gives the derivatives of the two unnormalised functions and checks both equations by algebra. Convergence comes from a Mathlib result on powers times exponentials, applied to $r^4e^{-3r/2}$. This shows that the assumptions of the scaling theorem are met by an actual pair of hydrogen states with $L=1$.

**The crossing.** `rate_crossover` cancels the positive factor $Z^6$. `crossover_at_43` treats $Z=0$ separately and evaluates the quotient. In one direction, an integer below 43 is at most 42, so its fourth power is too small; in the other, $Z\ge43$ gives $Z^4\ge43^4$, which is large enough.
